# A differentiable energy with cubic symmetry has an isotropic gradient at isotropic strain

Let \(E\) be a real function of real \(3\times3\) strain matrices, unchanged under \(A\mapsto RAR^T\) for two rotations \(R\): the cyclic permutation of the axes and the half turn \(\mathrm{diag}(1,-1,-1)\). If \(E\) is differentiable at \(a\mathbf 1\), where \(a\) is a real number and \(\mathbf 1\) the identity matrix, then its gradient there is a multiple of \(\mathbf 1\). The factor is one third of the slope of \(s\mapsto E(s\mathbf 1)\) at \(s=a\). Neither symmetry suffices alone.

## Stress in a cubic crystal

A strain \(A\) deforms the crystal by \(x\mapsto(\mathbf 1+A)x\). At \(A=0\), the energy gradient divided by the cell volume is the stress, up to the sign convention. At another isotropic strain the conversion contains a further scalar factor, which leaves the isotropy intact.

The invariance expresses a point symmetry: if \(R\), followed by a translation where necessary, maps the unstrained crystal to itself, the crystals strained by \(A\) and by \(RAR^T\) are copies of each other, rotated and possibly shifted, and have equal energy. With the coordinate axes along the cube edges, the two rotations used here belong to every cubic point group.

In a plane-wave calculation whose energy meets these hypotheses, the stress of the cubic cell therefore reduces to a pressure. A k-point mesh without the threefold axis can violate the invariance. Differentiability can fail at a fixed kinetic-energy cutoff, because plane waves enter or leave the basis as the cell is strained; a fixed set of plane waves avoids these jumps.

## The statement in Lean's terms

Indices run over 0, 1, 2, and index addition is modulo 3.

- `M3` is the space of all real \(3\times3\) matrices, including non-symmetric ones. `InvariantUnder E R` demands invariance for every such matrix, so an energy known only for small strains must first be extended.
- `HasFDerivAt E L (a • (1 : M3))` says that \(E\) is differentiable at \(a\mathbf 1\), with the continuous linear functional \(L\) as its derivative. Thus \(L(A)\) is the first-order energy change for a strain increment \(A\).
- `gradient L` is the matrix \(G_{ij}=L(e_{ij})\), where \(e_{ij}\) has a one in position \(i,j\) and zeros elsewhere. All nine components count as independent variables.

`cubic_gradient_isotropic` concludes that \(G=\tfrac13L(\mathbf 1)\,\mathbf 1\). `cubic_gradient_from_expansion` replaces \(L(\mathbf 1)\) by the slope `e` of the isotropic expansion curve. The symmetry of \(E\) is assumed; it is not derived from a Hamiltonian or a density functional.

## From invariance to a single number

Put \(P=a\mathbf 1\). Both rotations satisfy \(RPR^T=P\), so for every \(A\) and real \(t\)

\[
E(P+t\,RAR^T)=E\big(R(P+tA)R^T\big)=E(P+tA).
\]

Differentiating at \(t=0\) gives \(L(RAR^T)=L(A)\).

For the cyclic permutation, \((RAR^T)_{ij}=A_{i+1,j+1}\). Hence \(R\,e_{i+1,j+1}R^T=e_{ij}\), and \(G_{i+1,j+1}=G_{ij}\). Written out,

\[
G_{00}=G_{11}=G_{22},\qquad G_{01}=G_{12}=G_{20},\qquad G_{02}=G_{10}=G_{21}.
\]

For the half turn and \(j=1,2\), \(R\,e_{0j}R^T=-e_{0j}\). Therefore \(G_{0j}=-G_{0j}\), so \(G_{01}=G_{02}=0\). Each cycle of shear entries contains one of these zeros, and all six shear entries vanish.

Since \(\mathbf 1=e_{00}+e_{11}+e_{22}\), linearity gives \(L(\mathbf 1)=G_{00}+G_{11}+G_{22}=3G_{00}\), which fixes the factor. Finally, \(E(P+t\mathbf 1)=E((a+t)\mathbf 1)\), so \(L(\mathbf 1)\) is the slope of the expansion curve at \(a\).

## Energies with one symmetry, and one with both

The energy \(A\mapsto A_{00}\) is invariant under every diagonal sign matrix, because \(A_{00}\) is multiplied by \((\pm1)^2\). Its gradient is \(e_{00}\), a uniaxial response. The energy \(A_{01}+A_{12}+A_{20}\) is invariant under the cyclic permutation, which only reorders its terms, and its gradient has shear entries equal to one.

Both symmetries hold for

\[
E(A)=k\sum_i A_{ii}+c\sum_i A_{ii}^2,
\]

with real constants \(k\) and \(c\). Here \(E(s\mathbf 1)=3ks+3cs^2\), so the gradient at \(a\mathbf 1\) is \((k+2ca)\mathbf 1\). At \(a=0\) it is \(k\mathbf 1\): cubic symmetry permits a nonzero pressure. The energies in this section are algebraic test cases, not models of a crystal: except for \(k=c=0\), each changes when the crystal is merely rotated, \(A=Q-\mathbf 1\) with a rotation \(Q\), whereas a physical energy does not. The gradient of \(A_{01}+A_{12}+A_{20}\) is not even symmetric; adding \(A_{10}+A_{21}+A_{02}\) makes it symmetric, keeps the cyclic invariance and still leaves nonzero shear entries.

## The Lean file

```lean
import Mathlib

open Matrix
open scoped Matrix.Norms.Elementwise

namespace CubicStress

noncomputable section

/-- Real 3 by 3 matrices, used as strains and as energy gradients. -/
abbrev M3 := Matrix (Fin 3) (Fin 3) ℝ

/-- The cyclic permutation of the three coordinate axes. -/
def cyc : M3 := !![0, 1, 0; 0, 0, 1; 1, 0, 0]

/-- The half turn about the first axis, diag(1, -1, -1). -/
def halfTurn : M3 := Matrix.diagonal ![1, -1, -1]

/-- The energy `E` is unchanged when the strain `A` is replaced by `R A Rᵀ`. -/
def InvariantUnder (E : M3 → ℝ) (R : M3) : Prop := ∀ A, E (R * A * Rᵀ) = E A

/-- The matrix of partial derivatives belonging to a first-order energy change `L`:
its `i j` entry is the response to a unit strain in the component `i j`. -/
def gradient (L : M3 →L[ℝ] ℝ) : M3 := fun i j => L (Matrix.single i j 1)

/-- The strain component `i j` as a continuous linear function of the strain. -/
def entry (i j : Fin 3) : M3 →L[ℝ] ℝ :=
  LinearMap.toContinuousLinearMap
    { toFun := fun A : M3 => A i j
      map_add' := fun _ _ => rfl
      map_smul' := fun _ _ => rfl }

/-- An energy with linear and quadratic terms in the three diagonal strains. -/
def cubicEnergy (k c : ℝ) (A : M3) : ℝ :=
  k * (A 0 0 + A 1 1 + A 2 2) + c * (A 0 0 ^ 2 + A 1 1 ^ 2 + A 2 2 ^ 2)

/-- The cyclic permutation of axes shifts both indices of a strain by one. -/
theorem cyc_conj (A : M3) (i j : Fin 3) :
    (cyc * A * cycᵀ) i j = A (i + 1) (j + 1) := by
  fin_cases i <;> fin_cases j <;>
    simp [cyc, Matrix.mul_apply, Matrix.vecMul, dotProduct, Fin.sum_univ_three]

/-- A diagonal matrix with entries `d` multiplies the strain component `i j`
by `d i * d j`. -/
theorem diagonal_conj (d : Fin 3 → ℝ) (A : M3) (i j : Fin 3) :
    (Matrix.diagonal d * A * (Matrix.diagonal d)ᵀ) i j = d i * A i j * d j := by
  rw [Matrix.diagonal_transpose, Matrix.mul_diagonal, Matrix.diagonal_mul]

/-- The first-order energy change is the sum of all strain components, each times the
matching entry of the gradient. -/
theorem energy_change_eq_sum (L : M3 →L[ℝ] ℝ) (A : M3) :
    L A = ∑ i, ∑ j, A i j * gradient L i j := by
  conv_lhs => rw [Matrix.matrix_eq_sum_single A]
  simp only [map_sum]
  refine Finset.sum_congr rfl fun i _ => Finset.sum_congr rfl fun j _ => ?_
  have h : (Matrix.single i j (A i j) : M3) = A i j • Matrix.single i j 1 := by
    simp [Matrix.smul_single]
  rw [h, map_smul, smul_eq_mul, gradient]

/-- If the energy is invariant under `R` and differentiable at a strain `P` that `R` leaves
fixed, then its first-order change at `P` is invariant under `R` as well. -/
theorem derivative_invariant {E : M3 → ℝ} {L : M3 →L[ℝ] ℝ} {P R : M3}
    (hL : HasFDerivAt E L P) (hE : InvariantUnder E R) (hP : R * P * Rᵀ = P) (A : M3) :
    L (R * A * Rᵀ) = L A := by
  have h1 := hL.hasLineDerivAt (R * A * Rᵀ)
  have h2 := hL.hasLineDerivAt A
  unfold HasLineDerivAt at h1 h2
  -- the energy is the same along the two lines through `P`
  have heq : (fun t : ℝ => E (P + t • (R * A * Rᵀ))) = fun t : ℝ => E (P + t • A) := by
    funext t
    rw [← hE (P + t • A)]
    congr 1
    rw [Matrix.mul_add, Matrix.add_mul, hP, Matrix.mul_smul, Matrix.smul_mul]
  rw [heq] at h1
  exact h1.unique h2

/-- If an energy is invariant under the cyclic permutation of axes and the half turn
diag(1, -1, -1), and is differentiable at the isotropic strain `a • 1`, then its gradient
there is a multiple of the identity. -/
theorem cubic_gradient_isotropic {E : M3 → ℝ} {L : M3 →L[ℝ] ℝ} {a : ℝ}
    (hL : HasFDerivAt E L (a • (1 : M3)))
    (hcyc : InvariantUnder E cyc) (hhalf : InvariantUnder E halfTurn) :
    gradient L = (L 1 / 3) • (1 : M3) := by
  -- both operations leave the isotropic strain fixed
  have fixC : cyc * (a • (1 : M3)) * cycᵀ = a • (1 : M3) := by
    ext i j
    rw [cyc_conj]
    simp [Matrix.one_apply]
  have fixH : halfTurn * (a • (1 : M3)) * halfTurnᵀ = a • (1 : M3) := by
    ext i j
    rw [halfTurn, diagonal_conj]
    fin_cases i <;> fin_cases j <;> simp
  -- the permutation shifts the indices of the gradient
  have hc : ∀ i j, gradient L (i + 1) (j + 1) = gradient L i j := by
    intro i j
    have e : cyc * Matrix.single (i + 1) (j + 1) 1 * cycᵀ = Matrix.single i j 1 := by
      ext k l
      rw [cyc_conj]
      simp [Matrix.single_apply]
    have h := derivative_invariant hL hcyc fixC (Matrix.single (i + 1) (j + 1) 1)
    rw [e] at h
    exact h.symm
  -- the half turn reverses the shears that involve the first axis
  have hs : ∀ j, (![1, -1, -1] : Fin 3 → ℝ) j = -1 → gradient L 0 j = 0 := by
    intro j hj
    have e : halfTurn * Matrix.single 0 j 1 * halfTurnᵀ
        = (-1 : ℝ) • (Matrix.single 0 j 1 : M3) := by
      ext k l
      rw [halfTurn, diagonal_conj, Matrix.smul_apply, Matrix.single_apply]
      by_cases h : 0 = k ∧ j = l
      · obtain ⟨rfl, rfl⟩ := h
        simp [hj]
      · simp [h]
    have h := derivative_invariant hL hhalf fixH (Matrix.single 0 j 1)
    rw [e, map_smul, smul_eq_mul] at h
    change L (Matrix.single 0 j 1) = 0
    linarith
  have h01 : gradient L 0 1 = 0 := hs 1 (by simp)
  have h02 : gradient L 0 2 = 0 := hs 2 (by simp)
  have h12 : gradient L 1 2 = gradient L 0 1 := hc 0 1
  have h20 : gradient L 2 0 = gradient L 1 2 := hc 1 2
  have h10 : gradient L 1 0 = gradient L 0 2 := hc 0 2
  have h21 : gradient L 2 1 = gradient L 1 0 := hc 1 0
  have h11 : gradient L 1 1 = gradient L 0 0 := hc 0 0
  have h22 : gradient L 2 2 = gradient L 1 1 := hc 1 1
  -- the trace fixes the common diagonal entry
  have ht : L 1 = gradient L 0 0 + gradient L 1 1 + gradient L 2 2 := by
    rw [energy_change_eq_sum]
    simp [Fin.sum_univ_three, Matrix.one_apply]
  ext i j
  fin_cases i <;> fin_cases j <;> simp <;> linarith

/-- For an energy with the same two symmetries, differentiable at `a • 1`, the gradient there
is the identity times one third of the slope `e` of the energy under isotropic strain. -/
theorem cubic_gradient_from_expansion {E : M3 → ℝ} {L : M3 →L[ℝ] ℝ} {a e : ℝ}
    (hL : HasFDerivAt E L (a • (1 : M3)))
    (hcyc : InvariantUnder E cyc) (hhalf : InvariantUnder E halfTurn)
    (he : HasDerivAt (fun s : ℝ => E (s • (1 : M3))) e a) :
    gradient L = (e / 3) • (1 : M3) := by
  have h1 := hL.hasLineDerivAt (1 : M3)
  unfold HasLineDerivAt at h1
  have he' : HasDerivAt (fun s : ℝ => E (s • (1 : M3))) e (a + 0) := by
    rw [add_zero]
    exact he
  have h2 := HasDerivAt.comp_const_add a 0 he'
  simp only [add_smul] at h2
  -- both slopes belong to the same curve
  have h3 : L 1 = e := h1.unique h2
  rw [cubic_gradient_isotropic hL hcyc hhalf, h3]

/-- The energy `cubicEnergy k c` has both symmetries and is differentiable at every strain. -/
theorem cubic_gradient_witness (k c : ℝ) :
    InvariantUnder (cubicEnergy k c) cyc ∧ InvariantUnder (cubicEnergy k c) halfTurn ∧
      Differentiable ℝ (cubicEnergy k c) := by
  refine ⟨fun A => ?_, fun A => ?_, ?_⟩
  · simp only [cubicEnergy, cyc_conj, zero_add, show (1 : Fin 3) + 1 = 2 from rfl,
      show (2 : Fin 3) + 1 = 0 from rfl]
    ring
  · simp only [cubicEnergy, halfTurn, diagonal_conj]
    simp
  · have h : ∀ i : Fin 3, Differentiable ℝ (fun A : M3 => A i i) :=
      fun i => (entry i i).differentiable
    exact ((((h 0).add (h 1)).add (h 2)).const_mul k).add
      (((((h 0).pow 2).add ((h 1).pow 2)).add ((h 2).pow 2)).const_mul c)

/-- The energy `A ↦ A 0 0` is invariant under every diagonal sign matrix and differentiable at
zero strain, but its gradient there is not a multiple of the identity. -/
theorem sign_matrices_insufficient :
    (∀ d : Fin 3 → ℝ, (∀ i, d i = 1 ∨ d i = -1) →
      InvariantUnder (fun A => A 0 0) (Matrix.diagonal d)) ∧
    HasFDerivAt (fun A : M3 => A 0 0) (entry 0 0) 0 ∧
    ∀ p : ℝ, gradient (entry 0 0) ≠ p • (1 : M3) := by
  refine ⟨fun d hd A => ?_, (entry 0 0).hasFDerivAt, fun p hp => ?_⟩
  · change (Matrix.diagonal d * A * (Matrix.diagonal d)ᵀ) 0 0 = A 0 0
    rw [diagonal_conj]
    rcases hd 0 with h | h <;> simp [h]
  · -- compare the first two diagonal entries
    have h0 := congrFun (congrFun hp 0) 0
    have h1 := congrFun (congrFun hp 1) 1
    change (Matrix.single 0 0 1 : M3) 0 0 = _ at h0
    change (Matrix.single 1 1 1 : M3) 0 0 = _ at h1
    simp at h0 h1
    linarith

/-- The energy `A 0 1 + A 1 2 + A 2 0` is invariant under the cyclic permutation of axes and
differentiable at zero strain, but its gradient there is not a multiple of the identity. -/
theorem cyclic_permutation_insufficient :
    InvariantUnder (fun A => A 0 1 + A 1 2 + A 2 0) cyc ∧
    HasFDerivAt (fun A : M3 => A 0 1 + A 1 2 + A 2 0) (entry 0 1 + entry 1 2 + entry 2 0) 0 ∧
    ∀ p : ℝ, gradient (entry 0 1 + entry 1 2 + entry 2 0) ≠ p • (1 : M3) := by
  refine ⟨fun A => ?_, (entry 0 1 + entry 1 2 + entry 2 0).hasFDerivAt, fun p hp => ?_⟩
  · simp only [cyc_conj, zero_add, show (1 : Fin 3) + 1 = 2 from rfl,
      show (2 : Fin 3) + 1 = 0 from rfl]
    ring
  · -- the shear entry is one, not zero
    have h := congrFun (congrFun hp 0) 1
    change (Matrix.single 0 1 1 : M3) 0 1 + (Matrix.single 0 1 1 : M3) 1 2
      + (Matrix.single 0 1 1 : M3) 2 0 = _ at h
    simp at h

end

end CubicStress
```

```lean
#print axioms CubicStress.cubic_gradient_isotropic
#print axioms CubicStress.cubic_gradient_from_expansion
#print axioms CubicStress.sign_matrices_insufficient
#print axioms CubicStress.cyclic_permutation_insufficient
```

```
'CubicStress.cubic_gradient_isotropic' depends on axioms: [propext, Classical.choice, Quot.sound]
'CubicStress.cubic_gradient_from_expansion' depends on axioms: [propext, Classical.choice, Quot.sound]
'CubicStress.sign_matrices_insufficient' depends on axioms: [propext, Classical.choice, Quot.sound]
'CubicStress.cyclic_permutation_insufficient' depends on axioms: [propext, Classical.choice, Quot.sound]
```

## Index shifts, signs and the trace

`cyc_conj` and `diagonal_conj` compute how the two kinds of matrices act on strain components. `energy_change_eq_sum` expands a strain in the \(e_{ij}\) and uses linearity to obtain \(L(A)=\sum_{ij}A_{ij}G_{ij}\).

Within `cubic_gradient_isotropic`, `fixC` and `fixH` verify \(RPR^T=P\). The step `hc` is the index shift of the gradient, and `hs` is the sign reversal that makes \(G_{01}\) and \(G_{02}\) vanish. The equations from `h01` to `h22` spell out the cycles, and `ht` is the trace identity. The last line splits the matrix equation into its nine entries, which `simp` and `linarith` settle from these equations.

`cubic_gradient_witness` establishes the symmetries and the differentiability of the energy with constants \(k\) and \(c\). The two theorems ending in `insufficient` refute \(G=p\mathbf 1\) by comparing entries: the first would need both \(p=1\) and \(p=0\), the second \(1=0\) in a shear position.

## Line derivatives and their uniqueness

The passage from \(E\) to \(L\) in `derivative_invariant` rests on Mathlib's `HasLineDerivAt`. From `hL`, the lemma `hasLineDerivAt` yields the derivative along any chosen direction. Unfolding the definition turns this into an ordinary one-variable statement: \(t\mapsto E(P+tA)\) has derivative \(L(A)\) at \(t=0\).

The equation `heq` says that the functions of \(t\) for the directions \(RAR^T\) and \(A\) are the same function. After rewriting with it, `h1` and `h2` give that function the derivatives \(L(RAR^T)\) and \(L(A)\) at the same point, and `h1.unique h2` equates them. The map \(A\mapsto RAR^T\) never has to be differentiated.

`cubic_gradient_from_expansion` uses the same device in the direction \(\mathbf 1\). There `HasDerivAt.comp_const_add` moves the base point of the expansion curve from \(a\) to 0, and uniqueness gives \(L(\mathbf 1)=e\).
